# Off-diagonal hopping to a single level at energy U gives the superexchange term −PTQTP/U at second order

Q: Before I object to anything, what do the symbols mean?

A: Take two sites with one electron each. Double occupation of a site costs energy U, and hopping T, if weak compared with U, creates it only virtually. We want the effective Hamiltonian this leaves on the singly occupied states. P projects on those states, Q = 1 − P on the states at energy U, and

H = UQ + T,  [a, b] = ab − ba,  S = (QTP − PTQ)/U.

The transformation is e^S H e^(−S); some texts use the opposite sign of S. In formulas Q is always the projector, and in the code `A` is the algebra of operators.

Q: Why that S? Show me the calculation.

A: Since P² = P, we have Q² = Q and PQ = QP = 0. Therefore

[S, UQ] = (QTP − PTQ)Q − Q(QTP − PTQ) = −PTQ − QTP.

If hopping always changes the number of doubly occupied sites, then PTP = QTQ = 0. Expanding T = (P + Q)T(P + Q) leaves T = PTQ + QTP, so [S, UQ] = −T. This S removes the hopping at first order.

S is itself of first order in T, so the terms of e^S H e^(−S) through second order are

UQ + T + [S, UQ] + [S, T] + ½[S, [S, UQ]].

The second and third terms cancel, and the last is −½[S, T]. What remains is UQ + ½[S, T]. Next,

ST = (QTPTQ − PTQTP)/U,
TS = (PTQTP − QTPTQ)/U,
½[S, T] = (QTPTQ − PTQTP)/U.

Between two factors of P, only −PTQTP/U survives: a hop out to energy U and a hop back.

Q: Where does the code say what kind of operators these are?

A: They are elements of any real algebra with a unit. Complex matrices qualify, and finite dimension is not required.

```lean
import Mathlib

open Matrix

namespace Superexchange

noncomputable section

variable {A : Type*} [Ring A] [Algebra ℝ A]
```

The commutator, S and the truncated Hamiltonian are explicit definitions.

```lean
/-- The commutator `[a, b] = ab - ba`. -/
def comm (a b : A) : A := a * b - b * a

/-- The generator `S = (QTP - PTQ)/U` of the canonical transformation, for `U ≠ 0`. -/
def generator (U : ℝ) (P Q T : A) : A := U⁻¹ • (Q * T * P - P * T * Q)

/-- The transformed Hamiltonian through second order in `T`, for `U ≠ 0`:
`UQ + T + [S, UQ + T] + [S, [S, UQ]]/2`. -/
def secondOrder (U : ℝ) (P Q T : A) : A :=
  U • Q + T + comm (generator U P Q T) (U • Q + T)
    + (1 / 2 : ℝ) • comm (generator U P Q T) (comm (generator U P Q T) (U • Q))
```

Q: There is no adjoint and no exponential. Is this still a canonical transformation?

A: For Hermitian P and T and real U, S is anti-Hermitian and e^S is unitary. The algebra needs neither property, so the theorems don't assume them. `secondOrder` is the truncated series, written down as a definition. The hypotheses do not make the discarded higher orders small; that requires hopping weak compared with |U|. Of U they ask only that it is not zero, and P is the low-energy space, as in the theorem name `low_energy_block`, when U > 0.

Q: How does the proof begin?

A: With the projector relations, obtained by substituting Q = 1 − P. Two helpers follow: one applies a known product inside a longer word, the other splits a commutator over a sum.

```lean
omit [Algebra ℝ A] in
/-- The complement `Q` of an idempotent `P` is idempotent and orthogonal to `P`. -/
theorem complement_relations {P Q : A} (hP : P * P = P) (hPQ : P + Q = 1) :
    Q * Q = Q ∧ P * Q = 0 ∧ Q * P = 0 := by
  have h : Q = 1 - P := by rw [← hPQ]; abel
  rw [h]
  refine ⟨?_, ?_, ?_⟩ <;> simp [mul_sub, sub_mul, hP]

omit [Algebra ℝ A] in
/-- A known product of two operators may be inserted in front of any third operator. -/
theorem mul_left_of {a b c : A} (h : a * b = c) (x : A) : a * (b * x) = c * x := by
  rw [← mul_assoc, h]

omit [Algebra ℝ A] in
/-- The commutator is additive in its second entry. -/
theorem comm_add (a b c : A) : comm a (b + c) = comm a b + comm a c := by
  simp only [comm, mul_add, add_mul]
  abel
```

The first commutator comes next, for any T. The proof multiplies out as above, then cancels U against 1/U.

```lean
/-- For an idempotent `P` with complement `Q` and `U ≠ 0`, the commutator `[S, UQ]` is
minus the part of `T` that connects the two subspaces. -/
theorem comm_generator {U : ℝ} {P Q : A} (T : A) (hU : U ≠ 0)
    (hP : P * P = P) (hPQ : P + Q = 1) :
    comm (generator U P Q T) (U • Q) = -(P * T * Q + Q * T * P) := by
  obtain ⟨hQ, h1, h2⟩ := complement_relations hP hPQ
  have key : (Q * T * P - P * T * Q) * Q - Q * (Q * T * P - P * T * Q)
      = -(P * T * Q + Q * T * P) := by
    simp only [sub_mul, mul_sub, mul_assoc, hQ, h1, mul_left_of hQ, mul_left_of h2,
      mul_zero, zero_mul]
    abel
  -- the factors `U` and `1/U` cancel
  unfold comm generator
  rw [smul_mul_smul_comm, smul_mul_smul_comm, mul_comm U U⁻¹, inv_mul_cancel₀ hU,
    one_smul, one_smul, key]
```

Q: What if hopping also acts within the P states?

A: Then the P block gains a first-order term:

U · P(transformed H)P = U PTP − PTQTP.

Here the transformed H is the truncated `secondOrder`, and T is arbitrary. `simp` discards every word containing PQ or QP, and `module` collects the coefficients. Lean sets 1/0 = 0, so the divided form would hold at U = 0 too, without content; multiplied by U, the equation does need U ≠ 0.

```lean
/-- For any perturbation `T`, an idempotent `P` with complement `Q` and `U ≠ 0`, the `P` block of
the second-order transformed Hamiltonian, times `U`, is `U PTP - PTQTP`. -/
theorem low_energy_block {U : ℝ} {P Q : A} (T : A) (hU : U ≠ 0)
    (hP : P * P = P) (hPQ : P + Q = 1) :
    U • (P * secondOrder U P Q T * P) = U • (P * T * P) - P * T * Q * T * P := by
  obtain ⟨hQ, h1, h2⟩ := complement_relations hP hPQ
  have h : P * secondOrder U P Q T * P
      = P * T * P - U⁻¹ • (P * T * Q * T * P) := by
    rw [secondOrder, comm_add, comm_generator T hU hP hPQ]
    -- multiply out; only words that begin and end in `P` survive
    simp only [comm, generator, smul_mul_assoc, mul_smul_comm, sub_mul, mul_sub, add_mul,
      mul_add, neg_mul, mul_neg, mul_assoc, hP, h1, h2, mul_left_of hP,
      mul_left_of hQ, mul_left_of h1, mul_left_of h2, mul_zero, zero_mul]
    module
  rw [h, smul_sub, smul_inv_smul₀ hU]
```

Q: And the result you derived by hand?

A: `superexchange` assumes U ≠ 0, P² = P, P + Q = 1 and PTP = QTQ = 0. It concludes three things: [S, UQ] = −T, the transformed Hamiltonian through second order is UQ + (QTPTQ − PTQTP)/U, and its P block is −PTQTP/U. In the proof, `hT` is the splitting of T, `hc` the first-order cancellation, and `hST` the commutator [S, T]. `hH` combines them, and the last lines project with P.

```lean
/-- Let `P` be idempotent with complement `Q`, `U ≠ 0` and `PTP = QTQ = 0`. Then `[S, UQ] = -T`, the
transformed Hamiltonian through second order in `T` is `UQ + (QTPTQ - PTQTP)/U`, and its `P` block
is `-PTQTP/U`. -/
theorem superexchange {U : ℝ} {P Q T : A} (hU : U ≠ 0) (hP : P * P = P)
    (hPQ : P + Q = 1) (hPTP : P * T * P = 0) (hQTQ : Q * T * Q = 0) :
    comm (generator U P Q T) (U • Q) = -T ∧
    secondOrder U P Q T
      = U • Q + U⁻¹ • (Q * T * P * T * Q - P * T * Q * T * P) ∧
    P * secondOrder U P Q T * P = -(U⁻¹ • (P * T * Q * T * P)) := by
  obtain ⟨hQ, h1, h2⟩ := complement_relations hP hPQ
  -- the hopping is purely off-diagonal
  have hT : T = P * T * Q + Q * T * P := by
    calc T = (P + Q) * T * (P + Q) := by rw [hPQ, one_mul, mul_one]
      _ = P * T * P + Q * T * Q + (P * T * Q + Q * T * P) := by noncomm_ring
      _ = P * T * Q + Q * T * P := by rw [hPTP, hQTQ, add_zero, zero_add]
  have hc : comm (generator U P Q T) (U • Q) = -T := by
    rw [comm_generator T hU hP hPQ, ← hT]
  have hST : comm (generator U P Q T) T
      = (2 * U⁻¹) • (Q * T * P * T * Q - P * T * Q * T * P) := by
    calc comm (generator U P Q T) T
        = comm (generator U P Q T) (P * T * Q + Q * T * P) := by rw [← hT]
      _ = _ := by
        simp only [comm, generator, smul_mul_assoc, mul_smul_comm, sub_mul, mul_sub,
          add_mul, mul_add, mul_assoc, mul_left_of hP, mul_left_of hQ,
          mul_left_of h1, mul_left_of h2, mul_zero, zero_mul]
        module
  have hneg : comm (generator U P Q T) (-T) = -comm (generator U P Q T) T := by
    simp only [comm, mul_neg, neg_mul]
    abel
  -- first order cancels and half of `[S, T]` remains
  have hH : secondOrder U P Q T
      = U • Q + U⁻¹ • (Q * T * P * T * Q - P * T * Q * T * P) := by
    rw [secondOrder, comm_add, hc, hneg, hST]
    module
  refine ⟨hc, hH, ?_⟩
  rw [hH]
  simp only [smul_mul_assoc, mul_smul_comm, sub_mul, mul_sub, add_mul, mul_add,
    mul_assoc, hP, h2, mul_left_of hP, mul_left_of h1, mul_zero, zero_mul]
  module
```

Q: One energy U for all excited states, and no hopping among them? That is not a crystal.

A: No. In a longer half-filled chain a doubly occupied site can move, so QTQ ≠ 0, and several such sites cost several times U. The two-site Hubbard model with one electron of each spin does fit. Its four basis states are |↑,↓⟩, |↓,↑⟩, |↑↓,0⟩ and |0,↑↓⟩, and P and Q are called `covalent` and `ionic`.

```lean
/-- Projector on the singly occupied states of the Hubbard dimer, in the basis
`|↑,↓⟩, |↓,↑⟩, |↑↓,0⟩, |0,↑↓⟩`. -/
def covalent : Matrix (Fin 4) (Fin 4) ℝ :=
  !![1, 0, 0, 0; 0, 1, 0, 0; 0, 0, 0, 0; 0, 0, 0, 0]

/-- Projector on the two states of the dimer with a doubly occupied site. -/
def ionic : Matrix (Fin 4) (Fin 4) ℝ :=
  !![0, 0, 0, 0; 0, 0, 0, 0; 0, 0, 1, 0; 0, 0, 0, 1]
```

The hopping operator is −t times the sum of c†₁σc₂σ + c†₂σc₁σ over both spins σ, where c†ᵢσ creates an electron of spin σ on site i. The relative signs in its matrix come from the order of the creation operators in each basis state: site 1 before site 2, and ↑ before ↓ on the same site.

```lean
/-- Hopping with amplitude `t` between the two sites of the dimer. -/
def hopping (t : ℝ) : Matrix (Fin 4) (Fin 4) ℝ :=
  !![0, 0, -t, -t; 0, 0, t, t; -t, t, 0, 0; -t, t, 0, 0]
```

Q: So far I see no spin. Is the Heisenberg form put in by hand?

A: The spin product is built separately, with ħ = 1, from the site operators: S₁ᶻS₂ᶻ plus half the spin flip that exchanges |↑,↓⟩ and |↓,↑⟩.

```lean
/-- The product `S₁·S₂` of the site spins: the product of the `z` components plus half
the spin-flip operator. -/
def spinDot : Matrix (Fin 4) (Fin 4) ℝ :=
  !![1/2, 0, 0, 0; 0, -1/2, 0, 0; 0, 0, 0, 0; 0, 0, 0, 0]
    * !![-1/2, 0, 0, 0; 0, 1/2, 0, 0; 0, 0, 0, 0; 0, 0, 0, 0]
  + (1 / 2 : ℝ) • !![0, 1, 0, 0; 1, 0, 0, 0; 0, 0, 0, 0; 0, 0, 0, 0]
```

The assumptions on P, Q and T are then checked entry by entry.

```lean
/-- The projectors and the hopping of the Hubbard dimer satisfy the relations assumed
for `P`, `Q` and `T`. -/
theorem hubbardDimer_witness (t : ℝ) :
    covalent * covalent = covalent ∧ covalent + ionic = 1 ∧
    covalent * hopping t * covalent = 0 ∧ ionic * hopping t * ionic = 0 := by
  refine ⟨?_, ?_, ?_, ?_⟩ <;> ext i j <;> fin_cases i <;> fin_cases j <;>
    simp [covalent, ionic, hopping, Matrix.mul_apply, Fin.sum_univ_succ]
```

Q: And the coupling constant?

A: Each singly occupied state reaches both ionic states, with amplitudes −t from |↑,↓⟩ and +t from |↓,↑⟩. On these two states, in that order, PTQTP therefore has diagonal entries 2t² and off-diagonal entries −2t². There S₁·S₂ − ¼ has diagonal entries −½ and off-diagonal entries ½. Hence

−PTQTP/U = J(S₁·S₂ − ¼),  J = 4t²/U.

The theorem states the condition as JU = 4t². Its proof compares matrix entries in `hprod`, then inserts the result into `superexchange`. For U > 0 and t ≠ 0, J is positive and favours the singlet (|↑,↓⟩ − |↓,↑⟩)/√2. For two sites with one orbital each, and at second order, this is how a magnetic coupling follows from the electronic parameters t and U.

```lean
/-- For `U ≠ 0` and `J U = 4t²`, the singly occupied block of the second-order transformed
Hamiltonian of the Hubbard dimer, with one electron of each spin, is the Heisenberg coupling
`J (S₁·S₂ - 1/4)` on the singly occupied states. -/
theorem hubbardDimer_heisenberg {U J t : ℝ} (hU : U ≠ 0) (hJ : J * U = 4 * t ^ 2) :
    covalent * secondOrder U covalent ionic (hopping t) * covalent
      = J • (spinDot - (1 / 4 : ℝ) • covalent) := by
  obtain ⟨hP, hPQ, hPTP, hQTQ⟩ := hubbardDimer_witness t
  -- the virtual hop to a doubly occupied site and back
  have hprod : covalent * hopping t * ionic * hopping t * covalent
      = (-(4 * t ^ 2)) • (spinDot - (1 / 4 : ℝ) • covalent) := by
    ext i j
    fin_cases i <;> fin_cases j <;>
      simp [covalent, ionic, hopping, spinDot, Matrix.mul_apply, Fin.sum_univ_succ] <;>
      ring
  rw [(superexchange hU hP hPQ hPTP hQTQ).2.2, hprod, eq_div_of_mul_eq hU hJ]
  module

end

end Superexchange
```

```lean
#print axioms Superexchange.low_energy_block
#print axioms Superexchange.superexchange
#print axioms Superexchange.hubbardDimer_heisenberg
```

```
'Superexchange.low_energy_block' depends on axioms: [propext, Classical.choice, Quot.sound]
'Superexchange.superexchange' depends on axioms: [propext, Classical.choice, Quot.sound]
'Superexchange.hubbardDimer_heisenberg' depends on axioms: [propext, Classical.choice, Quot.sound]
```
